# In a pure three-qubit state, the spin-flip overlaps of AB and AC sum to four times the determinant of A's reduced matrix

For a pure state of three qubits A, B and C, the theorem `trace_flip_add` states that tr(ρ_AB ρ̃_AB) + tr(ρ_AC ρ̃_AC) = 4 det ρ_A, where ρ̃ = (σy ⊗ σy) ρ* (σy ⊗ σy) is the spin flip of a two-qubit matrix ρ. The state is any vector of eight complex amplitudes and need not be normalised; for a unit vector the reduced matrices are density matrices of trace one, and the right-hand side lies between 0 and 1. The proof takes the formula for the pair AB, tr(ρ_AB ρ̃_AB) = 2(det ρ_A + det ρ_B − det ρ_C), and applies it also to the vector with B and C exchanged, which gives the overlap of AC. In the sum the determinants of B and C cancel, but the proof must also show, in the step `hA`, that the exchange leaves ρ_A unchanged.

In Lean, a first try:

```lean
import Mathlib

open Matrix
open scoped Kronecker ComplexOrder

namespace ThreeQubitMonogamy

noncomputable section

/-- The amplitudes of a three-qubit vector in the computational basis of A, B, C. -/
abbrev State := Fin 2 → Fin 2 → Fin 2 → ℂ

/-- A matrix on the space of two qubits. -/
abbrev TwoQubit := Matrix (Fin 2 × Fin 2) (Fin 2 × Fin 2) ℂ

/-- The reduced matrix of qubit A. -/
def rhoA (ψ : State) : Matrix (Fin 2) (Fin 2) ℂ :=
  Matrix.of fun i i' => ∑ j, ∑ k, ψ i j k * starRingEnd ℂ (ψ i' j k)

/-- The reduced matrix of qubit B. -/
def rhoB (ψ : State) : Matrix (Fin 2) (Fin 2) ℂ :=
  Matrix.of fun j j' => ∑ i, ∑ k, ψ i j k * starRingEnd ℂ (ψ i j' k)

/-- The reduced matrix of qubit C. -/
def rhoC (ψ : State) : Matrix (Fin 2) (Fin 2) ℂ :=
  Matrix.of fun k k' => ∑ i, ∑ j, ψ i j k * starRingEnd ℂ (ψ i j k')

/-- The reduced matrix of the pair AB. -/
def rhoAB (ψ : State) : TwoQubit :=
  Matrix.of fun p q => ∑ k, ψ p.1 p.2 k * starRingEnd ℂ (ψ q.1 q.2 k)

/-- The reduced matrix of the pair AC. -/
def rhoAC (ψ : State) : TwoQubit :=
  Matrix.of fun p q => ∑ j, ψ p.1 j p.2 * starRingEnd ℂ (ψ q.1 j q.2)

/-- The Pauli matrix σy. -/
def sigmaY : Matrix (Fin 2) (Fin 2) ℂ := !![0, -Complex.I; Complex.I, 0]

/-- The spin flip of a two-qubit matrix: complex conjugation between two factors σy ⊗ σy. -/
def spinFlip (ρ : TwoQubit) : TwoQubit :=
  (sigmaY ⊗ₖ sigmaY) * ρ.map (starRingEnd ℂ) * (sigmaY ⊗ₖ sigmaY)

/-- The matrix σy ⊗ σy is real and antidiagonal, with entries -1, 1, 1, -1. -/
theorem sigmaY_kronecker : sigmaY ⊗ₖ sigmaY = Matrix.of fun p q : Fin 2 × Fin 2 =>
    if p.1 ≠ q.1 ∧ p.2 ≠ q.2 then (if p.1 = p.2 then (-1 : ℂ) else 1) else 0 := by
  ext ⟨i, j⟩ ⟨k, l⟩
  fin_cases i <;> fin_cases j <;> fin_cases k <;> fin_cases l <;>
    simp [sigmaY, Matrix.kroneckerMap_apply]

/-- The spin-flip overlap of the pair AB is fixed by the determinants of the three
one-qubit reduced matrices. -/
theorem trace_flip_AB (ψ : State) : (rhoAB ψ * spinFlip (rhoAB ψ)).trace =
    2 * ((rhoA ψ).det + (rhoB ψ).det - (rhoC ψ).det) := by
  unfold spinFlip
  rw [sigmaY_kronecker]
  simp [Matrix.trace, Matrix.mul_apply, Fintype.sum_prod_type, Fin.sum_univ_two,
    Matrix.det_fin_two, rhoA, rhoB, rhoC, rhoAB]
  ring

/-- For every three-qubit vector the spin-flip overlaps of the pairs AB and AC add up to
four times the determinant of the reduced matrix of A. -/
theorem trace_flip_add (ψ : State) :
    (rhoAB ψ * spinFlip (rhoAB ψ)).trace + (rhoAC ψ * spinFlip (rhoAC ψ)).trace =
      4 * (rhoA ψ).det := by
  -- exchange the roles of B and C in the formula for one pair
  have h : (rhoAC ψ * spinFlip (rhoAC ψ)).trace =
      2 * ((rhoA fun i k j => ψ i j k).det + (rhoC ψ).det - (rhoB ψ).det) :=
    trace_flip_AB fun i k j => ψ i j k
  have hA : (rhoA fun i k j => ψ i j k) = rhoA ψ := by
    ext i i'
    exact Finset.sum_comm
  rw [h, hA, trace_flip_AB]
  ring

end

end ThreeQubitMonogamy
```

The compiler's answer:

```
Main.lean:71:10: error: typeclass instance problem is stuck
  AddCommMonoid ?m.98

Note: Lean will not try to resolve this typeclass instance problem because the type argument to `AddCommMonoid` is a metavariable. This argument must be fully determined before Lean will try to resolve the typeclass.

Hint: Adding type annotations and supplying implicit arguments to functions can give Lean more information for typeclass resolution. For example, if you have a variable `x` that you intend to be a `Nat`, but Lean reports it as having an unresolved type like `?m`, replacing `x` with `(x : Nat)` can get typeclass resolution un-stuck.
```

What went wrong. The error falls on `Finset.sum_comm` in the step `hA`. This lemma exchanges the order of two finite sums whose terms lie in a commutative additive monoid. The message says that Lean was looking for this `AddCommMonoid` structure while the type it should belong to was still unknown, so the search could not begin.

After `ext i i'` the goal equates two entries of `rhoA`, and the double sums are hidden inside that definition. Lean did not get from this goal the type that the lemma needed.

The added line `simp only [rhoA, Matrix.of_apply]` unfolds `rhoA` and evaluates the entries of the matrix built with `Matrix.of`. Both sides are then visible double sums of complex numbers, differing only in the order of summation. `Finset.sum_comm` now fits the goal directly, the type is seen to be `ℂ`, and the step closes.

Fix (accepted with no message):

```diff
@@ -69,4 +69,5 @@
   have hA : (rhoA fun i k j => ψ i j k) = rhoA ψ := by
     ext i i'
+    simp only [rhoA, Matrix.of_apply]
     exact Finset.sum_comm
   rw [h, hA, trace_flip_AB]
```
